# The D2 diagnostic is invariant under separate unitary rotations of occupied and virtual orbitals

Let $t(i,j,a,b)$ be a finite complex tensor of doubles amplitudes, with $i,j$ occupied and $a,b$ virtual, and let

$$M(i,j)=\sum_{k,a,b} t(i,k,a,b)\,\overline{t(j,k,a,b)} .$$

If a unitary $U$ rotates the occupied indices and a unitary $V$ the virtual ones, $M$ becomes $UMU^\dagger$. Its characteristic polynomial is unchanged, and the same holds for the virtual counterpart of $M$. The closed-shell D2 diagnostic, which is the square root of the largest eigenvalue found in the two matrices when $t$ is taken over spatial orbitals, is therefore unchanged too. For a finite set of amplitudes that transform in this way, canonical and localised orbitals therefore give the same D2 value.

The finite types `o` and `v` label the two orbital spaces. The opened scope `Matrix.Norms.L2Operator` makes `‖A‖` the greatest singular value of a matrix, which is zero for an empty one.

```lean
import Mathlib

open Matrix
open scoped Kronecker Matrix.Norms.L2Operator

namespace CoupledClusterD2

noncomputable section

variable {o v : Type*} [Fintype o] [DecidableEq o] [Fintype v] [DecidableEq v]
```

## Amplitudes, rotation and D2

The amplitudes are an arbitrary function of four indices. They need no permutational symmetry and need not solve any coupled-cluster equations.

```lean
/-- Doubles amplitudes `t i j a b`, with two indices in the first orbital space and two in
the second. -/
abbrev Doubles (o v : Type*) := o → o → v → v → ℂ
```

The matrix $M$ is the triple sum above, with `star` as complex conjugation.

```lean
/-- The matrix `M i j = ∑ t i k a b * conj (t j k a b)`, summed over `k`, `a`, `b`. -/
def pairGram (t : Doubles o v) : Matrix o o ℂ :=
  Matrix.of fun i j => ∑ k, ∑ a, ∑ b, t i k a b * star (t j k a b)
```

The rotated amplitudes are

$$t'(i,j,a,b)=\sum_{k,l,c,d}U_{ik}U_{jl}V_{ac}V_{bd}\,t(k,l,c,d).$$

This rule is a definition; that recomputed amplitudes obey it is an assumption about the method. If an orbital convention puts complex conjugates on one space, they are absorbed into $U$ or $V$, which stays unitary. Occupied and virtual orbitals never mix.

```lean
/-- The amplitudes after the orbital rotation `U` of the first space and `V` of the second. -/
def rotate (U : Matrix o o ℂ) (V : Matrix v v ℂ) (t : Doubles o v) : Doubles o v :=
  fun i j a b => ∑ k, ∑ l, ∑ c, ∑ d, U i k * U j l * V a c * V b d * t k l c d
```

Unfold $t$ into a rectangular matrix $A$ with $A_{i,(k,a,b)}=t(i,k,a,b)$.

```lean
/-- The amplitudes unfolded into a rectangular matrix with row `i` and column `(k, a, b)`. -/
def amplitudeMatrix (t : Doubles o v) : Matrix o (o × v × v) ℂ :=
  Matrix.of fun i p => t i p.1 p.2.1 p.2.2
```

For the virtual side, write the virtual indices first.

```lean
/-- The same amplitudes with the virtual indices written first. -/
def exchangeSpaces (t : Doubles o v) : Doubles v o :=
  fun a b i j => t i j a b
```

D2 is the larger of the greatest singular values of the two unfoldings. Each keeps the first index of its space as the row; the usual symmetry $t(i,j,a,b)=t(j,i,b,a)$ would make the second index equivalent. The closed-shell D2 diagnostic uses amplitudes over spatial orbitals. Antisymmetrised spin-orbital amplitudes, put into the same formula, can give another value: for one electron pair and one virtual spatial orbital it is $\sqrt2$ times as large.

```lean
/-- The D2 diagnostic: the larger of the greatest singular values of the occupied and the
virtual unfolding of the doubles amplitudes. -/
def d2 (t : Doubles o v) : ℝ :=
  max ‖amplitudeMatrix t‖ ‖amplitudeMatrix (exchangeSpaces t)‖
```

D2 could also have been defined as the square root of the larger of the top eigenvalues of $M$ and its virtual counterpart. Invariance would then follow directly from the characteristic polynomials, but a top eigenvalue requires a nonempty orbital space.

## How $M$ transforms

Since $(AA^\dagger)_{ij}=\sum_{k,a,b}A_{i,(k,a,b)}\overline{A_{j,(k,a,b)}}$, we have $M=AA^\dagger$. The proof expands both sides entry by entry.

```lean
omit [DecidableEq o] [DecidableEq v] in
/-- The matrix `M` is the unfolded amplitude matrix times its adjoint. -/
theorem pairGram_eq (t : Doubles o v) :
    pairGram t = amplitudeMatrix t * (amplitudeMatrix t)ᴴ := by
  ext i j
  simp [pairGram, amplitudeMatrix, Matrix.mul_apply, Fintype.sum_prod_type]
```

Put $W=U\otimes V\otimes V$, so that $W_{(j,a,b),(l,c,d)}=U_{jl}V_{ac}V_{bd}$. The rotation rule then reads

$$A'_{i,(j,a,b)}=\sum_{k,l,c,d}U_{ik}\,A_{k,(l,c,d)}\,W_{(j,a,b),(l,c,d)},\qquad A'=UAW^{T}.$$

Lean matches the four sums term by term, and `ring` reorders the factors. Unitarity is not yet used.

```lean
omit [DecidableEq o] [DecidableEq v] in
/-- An orbital rotation multiplies the unfolded amplitudes by `U` on the left and by the
transpose of `U ⊗ V ⊗ V` on the right. -/
theorem amplitudeMatrix_rotate (U : Matrix o o ℂ) (V : Matrix v v ℂ) (t : Doubles o v) :
    amplitudeMatrix (rotate U V t) = U * amplitudeMatrix t * (U ⊗ₖ (V ⊗ₖ V))ᵀ := by
  rw [Matrix.mul_assoc]
  ext i ⟨j, a, b⟩
  simp only [amplitudeMatrix, rotate, Matrix.mul_apply, Matrix.transpose_apply,
    Matrix.kroneckerMap_apply, Matrix.of_apply, Fintype.sum_prod_type, Finset.mul_sum]
  refine Finset.sum_congr rfl fun k _ => Finset.sum_congr rfl fun l _ =>
    Finset.sum_congr rfl fun c _ => Finset.sum_congr rfl fun d _ => ?_
  ring
```

Now $W^\dagger W=U^\dagger U\otimes V^\dagger V\otimes V^\dagger V=1$, which is `hW`. Its transpose, `hWt`, is $W^T(W^T)^\dagger=1$. Hence

$$M'=UAW^T(W^T)^\dagger A^\dagger U^\dagger=UAA^\dagger U^\dagger=UMU^\dagger .$$

The local statement `key` performs this cancellation, with its own `W` standing for $W^T$.

```lean
/-- Under unitary rotations of the occupied and virtual orbitals, `M` becomes `U M U†`. -/
theorem pairGram_rotate {U : Matrix o o ℂ} {V : Matrix v v ℂ}
    (hU : U ∈ Matrix.unitaryGroup o ℂ) (hV : V ∈ Matrix.unitaryGroup v ℂ)
    (t : Doubles o v) :
    pairGram (rotate U V t) = U * pairGram t * Uᴴ := by
  have hU' : Uᴴ * U = 1 := Matrix.mem_unitaryGroup_iff'.mp hU
  have hV' : Vᴴ * V = 1 := Matrix.mem_unitaryGroup_iff'.mp hV
  -- the rotation of the three summed indices is unitary
  have hW : (U ⊗ₖ (V ⊗ₖ V))ᴴ * (U ⊗ₖ (V ⊗ₖ V)) = 1 := by
    rw [Matrix.conjTranspose_kronecker, Matrix.conjTranspose_kronecker,
      ← Matrix.mul_kronecker_mul, ← Matrix.mul_kronecker_mul, hU', hV',
      Matrix.one_kronecker_one, Matrix.one_kronecker_one]
  have hWt : (U ⊗ₖ (V ⊗ₖ V))ᵀ * ((U ⊗ₖ (V ⊗ₖ V))ᵀ)ᴴ = 1 := by
    have h := congrArg Matrix.transpose hW
    rw [Matrix.transpose_mul, Matrix.transpose_one] at h
    exact h
  -- hence it cancels between the amplitudes and their conjugates
  have key : ∀ (A : Matrix o (o × v × v) ℂ) (W : Matrix (o × v × v) (o × v × v) ℂ),
      W * Wᴴ = 1 → (U * A * W) * (U * A * W)ᴴ = U * (A * Aᴴ) * Uᴴ := by
    intro A W h
    calc (U * A * W) * (U * A * W)ᴴ = U * A * (W * Wᴴ) * Aᴴ * Uᴴ := by
          simp only [Matrix.conjTranspose_mul, Matrix.mul_assoc]
      _ = U * (A * Aᴴ) * Uᴴ := by
          rw [h, Matrix.mul_one]
          simp only [Matrix.mul_assoc]
  rw [pairGram_eq, amplitudeMatrix_rotate, pairGram_eq]
  exact key _ _ hWt
```

The characteristic polynomial of a product of two square matrices does not depend on their order, so $(UM)U^\dagger$ has the same one as $U^\dagger(UM)=M$.

```lean
/-- The characteristic polynomial of `M` is unchanged by unitary rotations of the occupied
and virtual orbitals. -/
theorem charpoly_pairGram_rotate {U : Matrix o o ℂ} {V : Matrix v v ℂ}
    (hU : U ∈ Matrix.unitaryGroup o ℂ) (hV : V ∈ Matrix.unitaryGroup v ℂ)
    (t : Doubles o v) :
    (pairGram (rotate U V t)).charpoly = (pairGram t).charpoly := by
  have hU' : Uᴴ * U = 1 := Matrix.mem_unitaryGroup_iff'.mp hU
  rw [pairGram_rotate hU hV, Matrix.charpoly_mul_comm, ← Matrix.mul_assoc, hU',
    Matrix.one_mul]
```

## The virtual side

Exchanging the spaces turns the rotation $(U,V)$ into $(V,U)$: the occupied and virtual sums change places (`hswap`), and the factors commute.

```lean
omit [DecidableEq o] [DecidableEq v] in
/-- Writing the virtual indices first turns the rotation by `U` and `V` into the rotation by
`V` and `U`. -/
theorem exchangeSpaces_rotate (U : Matrix o o ℂ) (V : Matrix v v ℂ) (t : Doubles o v) :
    exchangeSpaces (rotate U V t) = rotate V U (exchangeSpaces t) := by
  have hswap : ∀ f : o → o → v → v → ℂ,
      ∑ k, ∑ l, ∑ c, ∑ d, f k l c d = ∑ c, ∑ d, ∑ k, ∑ l, f k l c d := by
    intro f
    have h := Finset.sum_comm (s := (Finset.univ : Finset (o × o)))
      (t := (Finset.univ : Finset (v × v))) (f := fun p q => f p.1 p.2 q.1 q.2)
    simpa only [Fintype.sum_prod_type] using h
  funext a b i j
  simp only [exchangeSpaces, rotate]
  rw [hswap]
  refine Finset.sum_congr rfl fun c _ => Finset.sum_congr rfl fun d _ =>
    Finset.sum_congr rfl fun k _ => Finset.sum_congr rfl fun l _ => ?_
  ring
```

The virtual counterpart of $M$ is $N(a,b)=\sum_{c,i,j}t(i,j,a,c)\overline{t(i,j,b,c)}$. The previous result, with the roles of $U$ and $V$ exchanged, gives $N'=VNV^\dagger$.

```lean
/-- The virtual counterpart `N` of `M` becomes `V N V†` under unitary rotations `U` of the occupied
and `V` of the virtual orbitals. -/
theorem virtual_pairGram_rotate {U : Matrix o o ℂ} {V : Matrix v v ℂ}
    (hU : U ∈ Matrix.unitaryGroup o ℂ) (hV : V ∈ Matrix.unitaryGroup v ℂ)
    (t : Doubles o v) :
    pairGram (exchangeSpaces (rotate U V t)) = V * pairGram (exchangeSpaces t) * Vᴴ := by
  rw [exchangeSpaces_rotate, pairGram_rotate hV hU]
```

## From the characteristic polynomial to D2

The roots of the characteristic polynomial are the eigenvalues of $M$, so they fix its spectral radius $\rho(M)$. Because $M$ is Hermitian, $\rho(M)=\|M\|$, and because $M=AA^\dagger$, $\|M\|=\|A\|^2$. If two tensors share the characteristic polynomial of $M$, their values of $\|A\|^2$ agree, and so do the nonnegative norms themselves. In the proof, `hnorm` is the squared-norm identity, `hsa` is Hermiticity, and `hspec` and `hrad` carry the equality from the spectrum to its radius.

```lean
/-- Two sets of amplitudes whose matrices `M` have the same characteristic polynomial have occupied
unfoldings with the same greatest singular value. -/
theorem norm_eq_of_charpoly_eq {s t : Doubles o v}
    (h : (pairGram s).charpoly = (pairGram t).charpoly) :
    ‖amplitudeMatrix s‖ = ‖amplitudeMatrix t‖ := by
  have : CompleteSpace (Matrix o o ℂ) := FiniteDimensional.complete ℂ _
  let _ : CStarAlgebra (Matrix o o ℂ) := {}
  have hnorm : ∀ r : Doubles o v,
      ‖pairGram r‖ = ‖amplitudeMatrix r‖ * ‖amplitudeMatrix r‖ := by
    intro r
    have h1 := Matrix.l2_opNorm_conjTranspose_mul_self (amplitudeMatrix r)ᴴ
    rw [Matrix.conjTranspose_conjTranspose, Matrix.l2_opNorm_conjTranspose] at h1
    rw [pairGram_eq]
    exact h1
  have hsa : ∀ r : Doubles o v, IsSelfAdjoint (pairGram r) := by
    intro r
    rw [pairGram_eq]
    exact Matrix.isHermitian_mul_conjTranspose_self _
  -- equal characteristic polynomials give equal spectra, hence equal spectral radii
  have hspec : spectrum ℂ (pairGram s) = spectrum ℂ (pairGram t) := by
    ext z
    rw [Matrix.mem_spectrum_iff_isRoot_charpoly, Matrix.mem_spectrum_iff_isRoot_charpoly, h]
  have hrad : spectralRadius ℂ (pairGram s) = spectralRadius ℂ (pairGram t) := by
    simp only [spectralRadius, hspec]
  rw [(hsa s).spectralRadius_eq_nnnorm, (hsa t).spectralRadius_eq_nnnorm] at hrad
  have hM : ‖pairGram s‖ = ‖pairGram t‖ :=
    congrArg NNReal.toReal (ENNReal.coe_injective hrad)
  rw [hnorm, hnorm] at hM
  refine (sq_eq_sq₀ (norm_nonneg _) (norm_nonneg _)).mp ?_
  rw [sq, sq]
  exact hM
```

Applied to both unfoldings, this leaves each entry of the maximum unchanged.

```lean
/-- The D2 diagnostic is invariant under unitary rotations of the occupied orbitals among
themselves and of the virtual orbitals among themselves. -/
theorem d2_rotate {U : Matrix o o ℂ} {V : Matrix v v ℂ}
    (hU : U ∈ Matrix.unitaryGroup o ℂ) (hV : V ∈ Matrix.unitaryGroup v ℂ)
    (t : Doubles o v) :
    d2 (rotate U V t) = d2 t := by
  unfold d2
  rw [exchangeSpaces_rotate, norm_eq_of_charpoly_eq (charpoly_pairGram_rotate hU hV t),
    norm_eq_of_charpoly_eq (charpoly_pairGram_rotate hV hU (exchangeSpaces t))]

end

end CoupledClusterD2
```

The same cancellation works by hand for singles amplitudes. A matrix $T$ with entries $t(i,a)$ becomes $UTV^T$, so $TT^\dagger$ becomes $UTT^\dagger U^\dagger$, and the greatest singular value of $T$, the closed-shell D1 diagnostic, stays the same.

```lean
#print axioms CoupledClusterD2.virtual_pairGram_rotate
-- 'CoupledClusterD2.virtual_pairGram_rotate' depends on axioms: [propext, Classical.choice, Quot.sound]
#print axioms CoupledClusterD2.d2_rotate
-- 'CoupledClusterD2.d2_rotate' depends on axioms: [propext, Classical.choice, Quot.sound]
```
